# Non-crossing Rumer diagrams on 2n sites are counted by the Catalan number

Take four sites in a row, numbered 0 to 3, and bond them in pairs. Site 0 has three possible partners. If it is bonded to 1, sites 2 and 3 are left over on the right and form a bond. If it is bonded to 3, sites 1 and 2 are enclosed and form a bond. If it is bonded to 2, the remaining bond 1–3 has one end inside and one end outside, so the two cross. Two diagrams survive, and the Catalan number $C_2$ is 2. In general, too, the bond of the first site cuts a diagram into two smaller, independent ones.

For $2n$ spins one-half, one in each of $2n$ singly occupied orbitals, these diagrams label a basis of the singlet spin functions in valence-bond theory. Crossing diagrams give singlets too, but those are linear combinations of the basis functions. The theorems below count the diagrams and do not construct the spin functions.

## Diagrams as permutations

```lean
import Mathlib

open Equiv

namespace RumerDiagrams
```

This loads the mathematical library Mathlib and allows the type of permutations to be written as `Perm`.

```lean
/-- A Rumer diagram on `m` sites: every site is bonded to exactly one other site,
and no two bonds cross. -/
def IsRumer {m : ℕ} (σ : Perm (Fin m)) : Prop :=
  (∀ i, σ (σ i) = i) ∧ (∀ i, σ i ≠ i) ∧
    ∀ a b c d, a < b → b < c → c < d → σ a = c → σ b = d → False
```

`Fin m` is the set of sites $0,\dots,m-1$, and the permutation $\sigma$ sends each site to its bond partner. The three conditions say that the partner of my partner is me, that no site is bonded to itself, and that there are no $a<b<c<d$ with $a$ bonded to $c$ and $b$ to $d$. The sites stand on a line; placing them in the same order on a circle, as Rumer diagrams are usually drawn, gives the same crossings.

```lean
/-- The map `f` bonds the sites `a, ..., b - 1` among themselves in pairs without crossings. -/
def PairsUp (a b : ℕ) (f : ℕ → ℕ) : Prop :=
  (∀ x, a ≤ x → x < b → a ≤ f x ∧ f x < b ∧ f (f x) = x ∧ f x ≠ x) ∧
    ∀ x y, a ≤ x → x < y → y < f x → f x < f y → y < b → False
```

`PairsUp a b f` states the same conditions for a map $f$ on the natural numbers, restricted to the interval $[a,b)$. Sub-diagrams can then keep their original site numbers.

```lean
/-- The bond partner of site `x` in the diagram drawn from a binary tree, starting at site `a`:
the root is the bond of site `a`, the left subtree lies under it, the right subtree after it. -/
def arcs : BinaryTree Unit → ℕ → ℕ → ℕ
  | .nil, _, x => x
  | .node _ l r, a, x =>
    if x = a then a + 2 * l.numNodes + 1
    else if x = a + 2 * l.numNodes + 1 then a
    else if x < a + 2 * l.numNodes + 1 then arcs l (a + 1) x
    else arcs r (a + 2 * l.numNodes + 2) x
```

A binary tree is either empty (`nil`) or a node with a left and a right subtree. Let $|l|$ be the number of nodes of the left subtree $l$. The root becomes the bond from $a$ to $a+2|l|+1$, which leaves exactly $2|l|$ sites under it for $l$; the right subtree is drawn after it. For four sites, the two trees with two nodes give the two diagrams of the opening.

```lean
/-- A permutation of the sites is a Rumer diagram exactly when the map on site numbers
that it induces pairs up all sites without crossings. -/
theorem isRumer_iff {m : ℕ} (σ : Perm (Fin m)) (f : ℕ → ℕ) (hf : ∀ i, (σ i : ℕ) = f i) :
    IsRumer σ ↔ PairsUp 0 m f := by
  constructor
  · rintro ⟨h1, h2, h3⟩
    refine ⟨fun x _ hx => ?_, fun x y _ hxy hyf hff hy => ?_⟩
    · have e : (σ ⟨x, hx⟩ : ℕ) = f x := hf ⟨x, hx⟩
      have e2 : (σ (σ ⟨x, hx⟩) : ℕ) = f (f x) := by rw [hf, e]
      rw [h1] at e2
      exact ⟨Nat.zero_le _, by rw [← e]; exact (σ ⟨x, hx⟩).isLt, e2.symm,
        fun q => h2 ⟨x, hx⟩ (Fin.ext (e.trans q))⟩
    · have hx : x < m := by omega
      have ex : (σ ⟨x, hx⟩ : ℕ) = f x := hf ⟨x, hx⟩
      have ey : (σ ⟨y, hy⟩ : ℕ) = f y := hf ⟨y, hy⟩
      exact h3 ⟨x, hx⟩ ⟨y, hy⟩ _ _ hxy (Fin.lt_def.2 (by rw [ex]; exact hyf))
        (Fin.lt_def.2 (by rw [ex, ey]; exact hff)) rfl rfl
  · intro h
    refine ⟨fun i => Fin.ext ?_, fun i q => ?_, fun a b c d hab hbc hcd hac hbd => ?_⟩
    · rw [hf, hf]
      exact (h.1 i (Nat.zero_le _) i.isLt).2.2.1
    · exact (h.1 i (Nat.zero_le _) i.isLt).2.2.2 (by rw [← hf, q])
    · have e1 := hf a
      have e2 := hf b
      rw [hac] at e1
      rw [hbd] at e2
      exact h.2 a b (Nat.zero_le _) hab (by rw [← e1]; exact hbc)
        (by rw [← e1, ← e2]; exact hcd) b.isLt
```

If $f$ agrees with $\sigma$ on the sites, the two descriptions are equivalent. The proof translates each condition in both directions.

## Cutting and gluing

```lean
/-- The sites enclosed by a bond are paired up among themselves without crossings. -/
theorem inside {a b x : ℕ} {f : ℕ → ℕ} (h : PairsUp a b f) (hx : a ≤ x) (hxf : x < f x)
    (hb : x < b) : PairsUp (x + 1) (f x) f := by
  obtain ⟨h1, h2⟩ := h
  obtain ⟨_, hfb, hff, _⟩ := h1 x hx hb
  refine ⟨fun y hy hyf => ?_, fun y z hy hyz hz hzz hb' =>
    h2 y z (by omega) hyz hz hzz (by omega)⟩
  obtain ⟨p1, p2, p3, p4⟩ := h1 y (by omega) (by omega)
  have n1 : f y ≠ x := fun e => by rw [e] at p3; omega
  have n2 : f y ≠ f x := fun e => by rw [e, hff] at p3; omega
  -- a partner outside the bond would force a crossing
  have n3 : ¬ f x < f y := fun e => h2 x y hx (by omega) hyf e (by omega)
  have n4 : ¬ f y < x := fun e =>
    h2 (f y) x p1 e (by rw [p3]; omega) (by rw [p3]; exact hyf) hb
  exact ⟨by omega, by omega, p3, p4⟩
```

Let $x$ be bonded to $f(x)>x$, and let $y$ lie between them. The partner $f(y)$ is neither $x$ nor $f(x)$, since those are bonded to each other. If $f(y)>f(x)$, then $x<y<f(x)<f(y)$ is a crossing. If $f(y)<x$, then $f(y)<x<y<f(x)$ is one. So $f(y)$ is also enclosed. The lines `n1` to `n4` are these four exclusions, and `omega`, which proves statements of linear arithmetic on integers and natural numbers, draws the conclusion.

```lean
/-- The sites to the right of the first site's bond are paired up among themselves
without crossings. -/
theorem outside {a b : ℕ} {f : ℕ → ℕ} (h : PairsUp a b f) (hab : a < b) :
    PairsUp (f a + 1) b f := by
  obtain ⟨h1, h2⟩ := h
  obtain ⟨q1, q2, q3, q4⟩ := h1 a le_rfl hab
  refine ⟨fun y hy hyb => ?_, fun y z hy hyz hz hzz hb' =>
    h2 y z (by omega) hyz hz hzz hb'⟩
  obtain ⟨p1, p2, p3, p4⟩ := h1 y (by omega) hyb
  have n1 : f y ≠ a := fun e => by rw [e] at p3; omega
  have n2 : f y ≠ f a := fun e => by rw [e, q3] at p3; omega
  have n3 : ¬ f y < f a := fun e =>
    h2 a (f y) le_rfl (by omega) e (by rw [p3]; omega) (by omega)
  exact ⟨by omega, p2, p3, p4⟩
```

Now let $y$ lie to the right of the first site's bond. As before, $f(y)$ is neither $a$ nor $f(a)$, since those are bonded to each other. If $f(y)<f(a)$, then $a<f(y)<f(a)<y$ is a crossing. So $f(y)$ lies to the right as well.

```lean
/-- A bond from `a` to `c`, a crossing-free pairing under it and another one after it
together form a crossing-free pairing. -/
theorem glue {a b c : ℕ} {f : ℕ → ℕ} (hac : a < c) (hcb : c < b) (ha : f a = c) (hc : f c = a)
    (hl : PairsUp (a + 1) c f) (hr : PairsUp (c + 1) b f) : PairsUp a b f := by
  constructor
  · intro x hx hxb
    rcases (by omega : x = a ∨ x = c ∨ (a + 1 ≤ x ∧ x < c) ∨ c + 1 ≤ x) with e | e | ⟨h1, h2⟩ | h1
    · rw [e, ha, hc]; omega
    · rw [e, hc, ha]; omega
    · have p := hl.1 x h1 h2
      exact ⟨by omega, by omega, p.2.2.1, p.2.2.2⟩
    · have p := hr.1 x h1 hxb
      exact ⟨by omega, by omega, p.2.2.1, p.2.2.2⟩
  · intro x y hx hxy hyf hff hyb
    rcases (by omega : x = a ∨ x = c ∨ (a + 1 ≤ x ∧ x < c) ∨ c + 1 ≤ x) with e | e | ⟨h1, h2⟩ | h1
    · rw [e, ha] at hyf hff
      have p := hl.1 y (by omega) hyf
      omega
    · rw [e, hc] at hyf; omega
    · have p := hl.1 x h1 h2
      exact hl.2 x y h1 hxy hyf hff (by omega)
    · exact hr.2 x y h1 hxy hyf hff hyb
```

Conversely, take a bond $a$–$c$, a diagram under it and a diagram after it. Every site has a partner, so only crossings $x<y<f(x)<f(y)$ need checking, according to the position of $x$:

- If $x=a$, then $y$ lies under the bond, so $f(y)<c=f(x)$, a contradiction.
- If $x=c$, then $f(x)=a<x$, a contradiction.
- If $x$ lies under the bond, so does $y$, and the inner diagram has no crossing.
- If $x$ lies after the bond, so does $y$, and the right-hand diagram has no crossing.

The command `rcases` splits the proof into these cases.

## Trees and diagrams correspond

```lean
/-- The diagram drawn from a binary tree pairs up its sites, two per node, without crossings. -/
theorem arcs_pairsUp (t : BinaryTree Unit) : ∀ a, PairsUp a (a + 2 * t.numNodes) (arcs t a) := by
  -- the property depends only on the values of the map on the interval
  have congr : ∀ (a b : ℕ) (f g : ℕ → ℕ), PairsUp a b f →
      (∀ x, a ≤ x → x < b → g x = f x) → PairsUp a b g := by
    intro a b f g h e
    refine ⟨fun x hx hb => ?_, fun x y hx hxy h1 h2 hb => ?_⟩
    · have p := h.1 x hx hb
      rw [e x hx hb, e (f x) p.1 p.2.1]
      exact p
    · have p := h.2 x y hx hxy
      rw [← e x hx (by omega), ← e y (by omega) hb] at p
      exact p h1 h2 hb
  induction t with
  | nil =>
    intro a
    exact ⟨fun x h1 h2 => by simp only [BinaryTree.numNodes] at h2; omega,
      fun x y h1 h2 h3 h4 h5 => by simp only [BinaryTree.numNodes] at h5; omega⟩
  | node u l r ihl ihr =>
    intro a
    have hb : a + 2 * (BinaryTree.node u l r).numNodes
        = a + 2 * l.numNodes + 1 + 1 + 2 * r.numNodes := by
      simp only [BinaryTree.numNodes]; omega
    have hc : a + 1 + 2 * l.numNodes = a + 2 * l.numNodes + 1 := by omega
    have hl := ihl (a + 1)
    have hr := ihr (a + 2 * l.numNodes + 1 + 1)
    rw [hc] at hl
    rw [hb]
    refine glue (c := a + 2 * l.numNodes + 1) (by omega) (by omega)
      (by rw [arcs]; split_ifs <;> omega) (by rw [arcs]; split_ifs <;> omega)
      (congr _ _ _ _ hl fun x h1 h2 => ?_) (congr _ _ _ _ hr fun x h1 h2 => ?_)
    · rw [arcs]; split_ifs <;> omega
    · rw [arcs]; split_ifs <;> first | omega | rfl
```

Every tree $t$ draws a valid diagram on $2|t|$ sites. The proof is by induction on the tree: the empty tree has no sites, and at a node `glue` joins the diagrams of the two subtrees. The auxiliary `congr` says that only the values of $f$ on the interval matter.

```lean
/-- Every crossing-free pairing of an interval of sites is drawn from a binary tree
with half as many nodes as there are sites. -/
theorem exists_tree {a b : ℕ} {f : ℕ → ℕ} (hab : a ≤ b) (h : PairsUp a b f) :
    ∃ t : BinaryTree Unit, b = a + 2 * t.numNodes ∧ ∀ x, a ≤ x → x < b → arcs t a x = f x := by
  suffices H : ∀ k a b, b - a = k → a ≤ b → PairsUp a b f → ∃ t : BinaryTree Unit,
      b = a + 2 * t.numNodes ∧ ∀ x, a ≤ x → x < b → arcs t a x = f x from H _ a b rfl hab h
  intro k
  induction k using Nat.strong_induction_on with
  | _ k ih =>
    intro a b hk hab h
    rcases hab.eq_or_lt with e | hlt
    · exact ⟨.nil, by simp [BinaryTree.numNodes, e], fun x h1 h2 => by omega⟩
    · -- cut the diagram at the bond of its first site
      obtain ⟨q1, q2, q3, q4⟩ := h.1 a le_rfl hlt
      obtain ⟨l, hl, el⟩ := ih (f a - (a + 1)) (by omega) (a + 1) (f a) rfl (by omega)
        (inside h le_rfl (by omega) hlt)
      obtain ⟨r, hr, er⟩ := ih (b - (f a + 1)) (by omega) (f a + 1) b rfl (by omega)
        (outside h hlt)
      refine ⟨.node () l r, by simp only [BinaryTree.numNodes]; omega, fun x h1 h2 => ?_⟩
      rw [arcs]
      split_ifs with c1 c2 c3
      · rw [c1]; omega
      · have e : x = f a := by omega
        rw [e, q3]
      · exact el x (by omega) (by omega)
      · have e : a + 2 * l.numNodes + 2 = f a + 1 := by omega
        rw [e]
        exact er x (by omega) h2
```

Every diagram comes from a tree. The induction is on the number of sites, $b-a$. An empty interval gives the empty tree. Otherwise `inside` and `outside` cut the diagram at the bond of site $a$, the induction hypothesis `ih` supplies trees $l$ and $r$ for the two parts, and the node with these subtrees draws the whole.

```lean
/-- Two binary trees with equally many nodes that draw the same diagram are equal. -/
theorem arcs_inj (t s : BinaryTree Unit) (a : ℕ) (hn : t.numNodes = s.numNodes)
    (h : ∀ x, a ≤ x → x < a + 2 * t.numNodes → arcs t a x = arcs s a x) : t = s := by
  induction t generalizing s a with
  | nil =>
    cases s with
    | nil => rfl
    | node v l' r' => exact absurd hn (by simp [BinaryTree.numNodes])
  | node u l r ihl ihr =>
    cases s with
    | nil => exact absurd hn (by simp [BinaryTree.numNodes])
    | node v l' r' =>
      simp only [BinaryTree.numNodes] at hn h
      -- the bond of the first site fixes the sizes of the subtrees
      have h0 := h a le_rfl (by omega)
      simp only [arcs, ↓reduceIte] at h0
      have hl : l.numNodes = l'.numNodes := by omega
      have e1 : l = l' := ihl l' (a + 1) hl fun x h1 h2 => by
        have p := h x (by omega) (by omega)
        rw [arcs, arcs, ← hl] at p
        split_ifs at p <;> omega
      have e2 : r = r' := ihr r' (a + 2 * l.numNodes + 2) (by omega) fun x h1 h2 => by
        have p := h x (by omega) (by omega)
        rw [arcs, arcs, ← hl] at p
        split_ifs at p <;> omega
      subst e1
      subst e2
      rfl
```

Different trees with equally many nodes draw different diagrams. If the diagrams agree, the partner of site $a$ gives $a+2|l|+1=a+2|l'|+1$, hence $|l|=|l'|$. The left subtrees then draw the same diagram on the same sites, as do the right ones, and by induction they are equal.

## Parity and the count

```lean
/-- In a Rumer diagram every bond joins an even-numbered site to an odd-numbered one. -/
theorem bond_opposite_parity {m : ℕ} {σ : Perm (Fin m)} (h : IsRumer σ) (i : Fin m) :
    Odd ((i : ℕ) + (σ i : ℕ)) := by
  obtain ⟨f, hf⟩ : ∃ f : ℕ → ℕ, ∀ i, (σ i : ℕ) = f i :=
    ⟨fun x => if hx : x < m then (σ ⟨x, hx⟩ : ℕ) else x, fun i => by simp⟩
  have H := (isRumer_iff σ f hf).1 h
  -- a bond encloses an even number of sites
  have key : ∀ x, x < m → x < f x → Odd (x + f x) := fun x hx hlt => by
    obtain ⟨t, ht, _⟩ := exists_tree (by omega) (inside H (Nat.zero_le x) hlt hx)
    exact ⟨x + t.numNodes, by omega⟩
  obtain ⟨_, p2, p3, p4⟩ := H.1 i (Nat.zero_le _) i.isLt
  rw [hf]
  rcases lt_or_gt_of_ne p4 with c | c
  · have q := key (f i) p2 (by rw [p3]; exact c)
    rw [p3, add_comm] at q
    exact q
  · exact key i i.isLt c
```

A bond from $x$ to $f(x)>x$ encloses a diagram, which by `exists_tree` has an even number $2k$ of sites. Hence $f(x)=x+1+2k$, and $x+f(x)=2x+2k+1$ is odd. On a chain whose sites alternate between two sublattices, every bond therefore joins one sublattice to the other.

```lean
/-- The number of Rumer diagrams on `2n` sites is the Catalan number of `n`. -/
theorem card_rumer (n : ℕ) :
    Nat.card {σ : Perm (Fin (2 * n)) // IsRumer σ} = catalan n := by
  have ex : ∀ t : ↥(BinaryTree.treesOfNumNodesEq n), ∃ σ : {σ : Perm (Fin (2 * n)) // IsRumer σ},
      ∀ i, (σ.1 i : ℕ) = arcs t.1 0 i := by
    rintro ⟨t, ht⟩
    rw [BinaryTree.mem_treesOfNumNodesEq] at ht
    have H := arcs_pairsUp t 0
    rw [ht, Nat.zero_add] at H
    let g : Fin (2 * n) → Fin (2 * n) := fun i =>
      ⟨arcs t 0 i, (H.1 i (Nat.zero_le _) i.isLt).2.1⟩
    have hg : Function.Involutive g := fun i =>
      Fin.ext (H.1 i (Nat.zero_le _) i.isLt).2.2.1
    exact ⟨⟨Function.Involutive.toPerm g hg,
      (isRumer_iff _ (arcs t 0) fun _ => rfl).2 H⟩, fun _ => rfl⟩
  choose Φ hΦ using ex
  -- drawing the diagram of a tree is a bijection
  have hb : Function.Bijective Φ := by
    constructor
    · intro t s hts
      have ht := BinaryTree.mem_treesOfNumNodesEq.1 t.2
      have hs := BinaryTree.mem_treesOfNumNodesEq.1 s.2
      refine Subtype.ext (arcs_inj t.1 s.1 0 (ht.trans hs.symm) fun x _ hx => ?_)
      have hx' : x < 2 * n := by omega
      have p := hΦ t ⟨x, hx'⟩
      rw [hts, hΦ s] at p
      exact p.symm
    · rintro ⟨σ, hσ⟩
      obtain ⟨f, hf⟩ : ∃ f : ℕ → ℕ, ∀ i, (σ i : ℕ) = f i :=
        ⟨fun x => if hx : x < 2 * n then (σ ⟨x, hx⟩ : ℕ) else x, fun i => by simp⟩
      obtain ⟨t, ht, et⟩ := exists_tree (Nat.zero_le _) ((isRumer_iff σ f hf).1 hσ)
      exact ⟨⟨t, BinaryTree.mem_treesOfNumNodesEq.2 (by omega)⟩, Subtype.ext (Equiv.ext fun i =>
        Fin.ext ((hΦ _ i).trans ((et i (Nat.zero_le _) i.isLt).trans (hf i).symm)))⟩
  rw [← Nat.card_eq_of_bijective Φ hb, Nat.card_eq_fintype_card, Fintype.card_coe,
    BinaryTree.treesOfNumNodesEq_card_eq_catalan]
```

The braces denote the set of permutations that are Rumer diagrams, and `Nat.card` is its number of elements. The map `Φ` sends a tree with $n$ nodes to its diagram. It is injective by `arcs_inj` and surjective by `exists_tree`, so there are as many diagrams as trees, and Mathlib already knows that the trees number $C_n$. For $n=0$ this counts the single empty diagram.

```lean
/-- The Rumer diagrams on `2n` sites and the choices of `n + 1` up spins among `2n` spins are
together as many as the choices of `n` up spins. -/
theorem card_rumer_add_choose (n : ℕ) :
    Nat.card {σ : Perm (Fin (2 * n)) // IsRumer σ} + (2 * n).choose (n + 1)
      = (2 * n).choose n := by
  rw [card_rumer]
  have h1 := succ_mul_catalan_eq_centralBinom n
  rw [Nat.centralBinom_eq_two_mul_choose] at h1
  have h2 := Nat.choose_succ_right_eq (2 * n) n
  rw [show 2 * n - n = n by omega] at h2
  have h3 : (n + 1) * (catalan n + (2 * n).choose (n + 1)) = (n + 1) * (2 * n).choose n := by
    nlinarith [h1, h2]
  exact Nat.eq_of_mul_eq_mul_left (Nat.succ_pos n) h3

end RumerDiagrams
```

In ordinary notation, $C_n+\binom{2n}{n+1}=\binom{2n}{n}$. The proof uses two identities:

$$(n+1)\,C_n=\binom{2n}{n},\qquad (n+1)\binom{2n}{n+1}=n\binom{2n}{n}.$$

Adding them gives $(n+1)\binom{2n}{n}$ on the right, and cancelling $n+1$ finishes the argument. For four sites, $2+4=6$.

Let $S$ be the total spin quantum number and $M$ the component of the total spin along a fixed axis, in units of $\hbar$. The binomials $\binom{2n}{n}$ and $\binom{2n}{n+1}$ count the spin arrangements with $M=0$ and $M=1$, respectively. Each multiplet with $S\ge1$ contributes one state to both, and each singlet contributes only to $M=0$, so the difference is the number of independent singlets. This last step is the familiar angular-momentum argument, added here as interpretation; the Lean theorem itself is the identity between the numbers.

```lean
#print axioms RumerDiagrams.bond_opposite_parity
-- 'RumerDiagrams.bond_opposite_parity' depends on axioms: [propext, Classical.choice, Quot.sound]
#print axioms RumerDiagrams.card_rumer
-- 'RumerDiagrams.card_rumer' depends on axioms: [propext, Classical.choice, Quot.sound]
#print axioms RumerDiagrams.card_rumer_add_choose
-- 'RumerDiagrams.card_rumer_add_choose' depends on axioms: [propext, Classical.choice, Quot.sound]
```
